# In a one-orbital Hartree model with a positive definite kernel, every self-consistent ground state in the unscreened potential has the density of the reference ground state

## Could the rescreened atom settle on a different density?

If the rescreened problem had a second ground-state density, my pseudopotential would no longer fix the valence density of the atom it came from: a run on that same atom could converge cleanly and report the right number of electrons in the wrong places. I unscreen by subtracting the Hartree potential of the reference valence density from the screened potential. Putting the same density back restores the screened potential, so the reference is certainly one solution. But the self-consistent problem is nonlinear, and I don't see what excludes others. Suppose I leave out exchange and correlation and keep a single occupied orbital. Can another orbital be the ground state in the potential made by its own, different density?

## Two self-consistent ground states share one density

No, provided that the Hartree kernel is positive definite. The reason is that each solution can serve as a trial state in the other's Hamiltonian.

Take a finite orthonormal basis of sites i and a unit vector c with components c_i. With N > 0 electrons in this orbital, the density is

n_i = N |c_i|²

Let T be a Hermitian matrix, w the real ionic potential and K the real matrix that turns a density into its Hartree potential, (K n)_i = Σ_j K_ij n_j. The orbital c is self-consistent if it is a ground state of

T + diag(w + K n)

Let d be a second self-consistent ground state in the same w, with density m_i = N |d_i|².

The first ingredient is the variational principle. Let H be Hermitian with lowest eigenvalue E, and expand a unit vector x in orthonormal eigenvectors u_j of H with eigenvalues ε_j, so that x = Σ_j a_j u_j and Σ_j |a_j|² = 1. Then

⟨x|H x⟩ = Σ_j ε_j |a_j|² ≥ E

and a ground state attains the value E.

The second is the energy of a unit vector x in a local potential v. Since ⟨x|diag(v) x⟩ = Σ_i |x_i|² v_i, multiplying by N gives

N ⟨x|(T + diag(v)) x⟩ = N ⟨x|T x⟩ + Σ_i N |x_i|² v_i

Write t_c = N ⟨c|T c⟩ and t_d = N ⟨d|T d⟩, and a·b for Σ_i a_i b_i. Using d as a trial state in the Hamiltonian of c gives

t_c + n·w + n·K n ≤ t_d + m·w + m·K n

Using c as a trial state in the Hamiltonian of d gives

t_d + m·w + m·K m ≤ t_c + n·w + n·K m

In the sum, t_c, t_d and both terms with w cancel:

n·K n + m·K m ≤ m·K n + n·K m

Moving everything to the left gives

(n − m)·K(n − m) ≤ 0

If n and m differed, positive definiteness would make the left side positive. Hence n = m. The mixed terms m·K n and n·K m were never exchanged, so K need not be symmetric.

For unscreening, let c be a ground state in the screened potential v, with density n, and set

w = v − K n

Then w + K n = v, so c is self-consistent in w. If d is also self-consistent in w, its density m equals n, its total potential is again v, and d is therefore a ground state of the reference Hamiltonian. Conversely, any ground state in v with density n is self-consistent in w. The orbital itself is not fixed completely: a phase factor, at least, remains free.

A positive semidefinite K is not enough. Take two sites, numbered 0 and 1, with T = 0, w = 0, N = 1 and every entry of K equal to one. Then x·K x = (x_0 + x_1)² ≥ 0, but every density of one electron produces the same potential (1, 1). The Hamiltonian is the identity, every unit vector is a ground state, and the orbitals (1, 0) and (0, 1) are both self-consistent with different densities.

### Orbitals, potentials and the kernel in Lean

The type `ι` labels the sites, and an orbital is a function `c : ι → ℂ`. The condition `star c ⬝ᵥ c = 1` is normalisation, with the complex conjugate on the left factor, and `*ᵥ` applies a matrix to a vector. `density N c` is the density above, and `ham T v` is T + diag(v).

`IsGroundState H c` says that c is a unit eigenvector with a real eigenvalue E and that no real eigenvalue of H lies below E. The variational inequality is not part of this definition; it is derived. `SelfConsistent T w K N c` says that c is a ground state in w plus the Hartree potential of its own density, and `unscreen v K n` is v − K n.

The hypothesis `hK` requires x·K x > 0 for every nonzero real vector x. It stands for the electrostatic fact that a nonzero charge distribution has positive self-energy; the units of the Coulomb interaction are absorbed in K. The number N is any positive real: the theorems impose neither whole electrons nor the Pauli limit of two electrons in one spatial orbital, so for electrons only N ≤ 2 is physical.

`density_unique` states that two self-consistent ground states with the same T, w, K and N have the same density. `rescreening_iff` answers your question directly: given a reference ground state c in v, an orbital d is self-consistent in the unscreened potential exactly when it is a ground state in v and has the density of c. `semidefinite_not_unique` is the two-site example.

The model has one spatial orbital, a finite basis and no exchange or correlation. The reference ground state is assumed to be given. The theorems describe solutions and say nothing about whether an iteration reaches one, and a self-consistent orbital that is an excited state of its own Hamiltonian may have another density.

```lean
import Mathlib

open Matrix
open scoped ComplexOrder

namespace HartreeUnscreening

noncomputable section

variable {ι : Type*} [Fintype ι] [DecidableEq ι]

/-- The density `n_i = N |c_i|²` of `N` electrons in the orbital `c`. -/
def density (N : ℝ) (c : ι → ℂ) : ι → ℝ := fun i => N * Complex.normSq (c i)

/-- The one-electron Hamiltonian `T + diag(v)` with a real local potential `v`. -/
def ham (T : Matrix ι ι ℂ) (v : ι → ℝ) : Matrix ι ι ℂ :=
  T + Matrix.diagonal (fun i => (v i : ℂ))

/-- A ground state of `H`: a unit eigenvector with real eigenvalue `E`, such that no real
eigenvalue of `H` lies below `E`. -/
def IsGroundState (H : Matrix ι ι ℂ) (c : ι → ℂ) : Prop :=
  star c ⬝ᵥ c = 1 ∧ ∃ E : ℝ, H *ᵥ c = (E : ℂ) • c ∧
    ∀ (μ : ℝ) (x : ι → ℂ), x ≠ 0 → H *ᵥ x = (μ : ℂ) • x → E ≤ μ

/-- The orbital `c` is a ground state of the Hamiltonian whose potential is the ionic part `w`
plus the Hartree potential `K n` of its own density. -/
def SelfConsistent (T : Matrix ι ι ℂ) (w : ι → ℝ) (K : Matrix ι ι ℝ) (N : ℝ)
    (c : ι → ℂ) : Prop :=
  IsGroundState (ham T (w + K *ᵥ density N c)) c

/-- Unscreening: the Hartree potential of the density `n` is subtracted from the screened
potential `v`. -/
def unscreen (v : ι → ℝ) (K : Matrix ι ι ℝ) (n : ι → ℝ) : ι → ℝ := v - K *ᵥ n

omit [Fintype ι] in
/-- A Hermitian `T` plus a real local potential is a Hermitian Hamiltonian. -/
theorem ham_isHermitian {T : Matrix ι ι ℂ} (hT : T.IsHermitian) (v : ι → ℝ) :
    (ham T v).IsHermitian := by
  refine hT.add ?_
  rw [Matrix.IsHermitian, Matrix.diagonal_conjTranspose]
  exact congrArg Matrix.diagonal (funext fun i => Complex.conj_ofReal (v i))

/-- Rayleigh–Ritz principle: for a Hermitian Hamiltonian, no unit trial vector has a lower
energy expectation value than a ground state. -/
theorem rayleigh_ritz {H : Matrix ι ι ℂ} (hH : H.IsHermitian) {c x : ι → ℂ}
    (hc : IsGroundState H c) (hx : star x ⬝ᵥ x = 1) :
    (star c ⬝ᵥ H *ᵥ c).re ≤ (star x ⬝ᵥ H *ᵥ x).re := by
  obtain ⟨hc1, E, hE, hmin⟩ := hc
  have hA : (H - (E : ℂ) • (1 : Matrix ι ι ℂ)).IsHermitian := by
    refine hH.sub ?_
    rw [Matrix.IsHermitian, Matrix.conjTranspose_smul, Matrix.conjTranspose_one]
    exact congrArg (fun z : ℂ => z • (1 : Matrix ι ι ℂ)) (Complex.conj_ofReal E)
  -- the shifted Hamiltonian `H - E` has no negative eigenvalue
  have hp : (H - (E : ℂ) • (1 : Matrix ι ι ℂ)).PosSemidef := by
    rw [hA.posSemidef_iff_eigenvalues_nonneg]
    intro j
    have hv := hA.mulVec_eigenvectorBasis j
    have h0 : (hA.eigenvectorBasis j).ofLp ≠ 0 := fun h =>
      hA.eigenvectorBasis.orthonormal.ne_zero j (PiLp.ext fun i => congrFun h i)
    rw [Matrix.sub_mulVec, Matrix.smul_mulVec, Matrix.one_mulVec] at hv
    have hle := hmin (hA.eigenvalues j + E) _ h0 (by
      funext i
      have hi := congrFun hv i
      simp only [Pi.sub_apply, Pi.smul_apply, smul_eq_mul, Complex.real_smul] at hi ⊢
      push_cast
      linear_combination hi)
    show 0 ≤ hA.eigenvalues j
    linarith
  have h := hp.dotProduct_mulVec_nonneg x
  rw [Matrix.sub_mulVec, Matrix.smul_mulVec, Matrix.one_mulVec, dotProduct_sub,
    dotProduct_smul, hx] at h
  have h' := (Complex.le_def.mp h).1
  rw [hE, dotProduct_smul, hc1]
  simp only [Complex.sub_re, smul_eq_mul, mul_one, Complex.ofReal_re, Complex.zero_re] at h' ⊢
  linarith

/-- For any vector `x`, `N` times the real part of `⟨x|(T + diag(v)) x⟩` is `N` times the real part
of `⟨x|T x⟩` plus the sum over sites of `density N x` times `v`. -/
theorem orbital_energy (T : Matrix ι ι ℂ) (v : ι → ℝ) (N : ℝ) (x : ι → ℂ) :
    N * (star x ⬝ᵥ ham T v *ᵥ x).re
      = N * (star x ⬝ᵥ T *ᵥ x).re + density N x ⬝ᵥ v := by
  rw [ham, Matrix.add_mulVec, dotProduct_add, Complex.add_re, mul_add]
  congr 1
  simp only [dotProduct, Complex.re_sum, Finset.mul_sum]
  refine Finset.sum_congr rfl fun i _ => ?_
  rw [Matrix.mulVec_diagonal]
  simp [density, Complex.normSq_apply]
  ring

/-- For Hermitian `T`, `N > 0` and a Hartree kernel `K` with positive definite quadratic form,
any two self-consistent ground states in the same ionic potential have the same density. -/
theorem density_unique {T : Matrix ι ι ℂ} (hT : T.IsHermitian) {w : ι → ℝ}
    {K : Matrix ι ι ℝ} (hK : ∀ x : ι → ℝ, x ≠ 0 → 0 < x ⬝ᵥ K *ᵥ x)
    {N : ℝ} (hN : 0 < N) {c d : ι → ℂ}
    (hc : SelfConsistent T w K N c) (hd : SelfConsistent T w K N d) :
    density N c = density N d := by
  -- each state serves as trial state for the Hamiltonian of the other
  have h1 := mul_le_mul_of_nonneg_left
    (rayleigh_ritz (ham_isHermitian hT _) hc hd.1) hN.le
  have h2 := mul_le_mul_of_nonneg_left
    (rayleigh_ritz (ham_isHermitian hT _) hd hc.1) hN.le
  simp only [orbital_energy, dotProduct_add] at h1 h2
  by_contra hne
  -- the sum of the two inequalities contradicts the positive Hartree energy of the difference
  have h3 := hK _ (sub_ne_zero.mpr hne)
  simp only [Matrix.mulVec_sub, sub_dotProduct, dotProduct_sub] at h3
  linarith

/-- A ground state in the screened potential `v` is a self-consistent ground state in the ionic
potential obtained by unscreening `v` with its density. -/
theorem reference_selfConsistent {T : Matrix ι ι ℂ} {v : ι → ℝ} (K : Matrix ι ι ℝ) (N : ℝ)
    {c : ι → ℂ} (hc : IsGroundState (ham T v) c) :
    SelfConsistent T (unscreen v K (density N c)) K N c := by
  unfold SelfConsistent
  rw [unscreen, sub_add_cancel]
  exact hc

/-- Let `T` be Hermitian, `N > 0`, `K` positive definite as a quadratic form, and `c` a reference
ground state in the screened potential `v`. An orbital is a self-consistent ground state in the
unscreened potential exactly when it is a ground state in `v` with the reference density. -/
theorem rescreening_iff {T : Matrix ι ι ℂ} (hT : T.IsHermitian) {v : ι → ℝ}
    {K : Matrix ι ι ℝ} (hK : ∀ x : ι → ℝ, x ≠ 0 → 0 < x ⬝ᵥ K *ᵥ x)
    {N : ℝ} (hN : 0 < N) {c : ι → ℂ} (hc : IsGroundState (ham T v) c) (d : ι → ℂ) :
    SelfConsistent T (unscreen v K (density N c)) K N d ↔
      IsGroundState (ham T v) d ∧ density N d = density N c := by
  constructor
  · intro hd
    have h := density_unique hT hK hN hd (reference_selfConsistent K N hc)
    refine ⟨?_, h⟩
    unfold SelfConsistent at hd
    rw [h, unscreen, sub_add_cancel] at hd
    exact hd
  · rintro ⟨hd, h⟩
    unfold SelfConsistent
    rw [h, unscreen, sub_add_cancel]
    exact hd

/-- Every unit vector is a ground state of the identity Hamiltonian. -/
theorem isGroundState_one {c : ι → ℂ} (hc : star c ⬝ᵥ c = 1) :
    IsGroundState (1 : Matrix ι ι ℂ) c := by
  refine ⟨hc, 1, by simp, fun μ x hx h => ?_⟩
  obtain ⟨i, hi⟩ := Function.ne_iff.mp hx
  have h1 := congrFun h i
  rw [Matrix.one_mulVec, Pi.smul_apply, smul_eq_mul] at h1
  have h2 : (μ : ℂ) = 1 := mul_right_cancel₀ hi (by rw [← h1, one_mul])
  exact le_of_eq (by exact_mod_cast h2.symm)

/-- A positive semidefinite kernel does not suffice: on two sites with `T = 0`, `w = 0`, `N = 1`
and all entries of `K` equal to one, the two site orbitals are both self-consistent ground states
and have different densities. -/
theorem semidefinite_not_unique :
    (∀ x : Fin 2 → ℝ, 0 ≤ x ⬝ᵥ !![1, 1; 1, 1] *ᵥ x) ∧
    SelfConsistent 0 0 !![1, 1; 1, 1] 1 ![1, 0] ∧
    SelfConsistent 0 0 !![1, 1; 1, 1] 1 ![0, 1] ∧
    density 1 ![1, 0] ≠ density 1 ![0, 1] := by
  refine ⟨fun x => ?_, ?_, ?_, fun h => ?_⟩
  · have hx : x ⬝ᵥ !![1, 1; 1, 1] *ᵥ x = (x 0 + x 1) ^ 2 := by
      simp [Matrix.mulVec, dotProduct, Fin.sum_univ_two]
      ring
    rw [hx]
    positivity
  · have hH : ham 0 (0 + !![1, 1; 1, 1] *ᵥ density 1 ![1, 0]) = (1 : Matrix (Fin 2) (Fin 2) ℂ) := by
      ext i j
      fin_cases i <;> fin_cases j <;>
        simp [ham, density, dotProduct, Fin.sum_univ_two]
    unfold SelfConsistent
    rw [hH]
    exact isGroundState_one (by simp [dotProduct, Fin.sum_univ_two])
  · have hH : ham 0 (0 + !![1, 1; 1, 1] *ᵥ density 1 ![0, 1]) = (1 : Matrix (Fin 2) (Fin 2) ℂ) := by
      ext i j
      fin_cases i <;> fin_cases j <;>
        simp [ham, density, dotProduct, Fin.sum_univ_two]
    unfold SelfConsistent
    rw [hH]
    exact isGroundState_one (by simp [dotProduct, Fin.sum_univ_two])
  · have h0 := congrFun h 0
    simp [density] at h0

end

end HartreeUnscreening
```

```lean
#print axioms HartreeUnscreening.reference_selfConsistent
-- 'HartreeUnscreening.reference_selfConsistent' depends on axioms: [propext, Classical.choice, Quot.sound]
#print axioms HartreeUnscreening.rescreening_iff
-- 'HartreeUnscreening.rescreening_iff' depends on axioms: [propext, Classical.choice, Quot.sound]
#print axioms HartreeUnscreening.semidefinite_not_unique
-- 'HartreeUnscreening.semidefinite_not_unique' depends on axioms: [propext, Classical.choice, Quot.sound]
```

### From the lowest eigenvalue to equal densities

`ham_isHermitian` shows that adding a real diagonal potential keeps the Hamiltonian Hermitian, which the variational principle needs.

`rayleigh_ritz` proves that principle by way of the shifted matrix H − E. An eigenvector of H − E with eigenvalue λ is an eigenvector of H with eigenvalue λ + E. The ground-state condition `hmin` gives E ≤ λ + E, hence λ ≥ 0. A Hermitian matrix with no negative eigenvalue is positive semidefinite, so ⟨x|(H − E) x⟩ ≥ 0 for the trial vector. This has the same content as the eigenvector expansion above, with the expansion left to Mathlib's spectral theorem. The inequality is stated for real parts because the matrix products are complex numbers in Lean.

`orbital_energy` is the formula for N ⟨x|(T + diag(v)) x⟩, stated for real parts and for any vector x. Its proof splits off T and compares the remaining sums site by site.

In `density_unique`, `h1` is the inequality with d as trial state and `h2` the one with c as trial state, both multiplied by N. The `simp only` step rewrites them through `orbital_energy` and separates w from the Hartree potential. The proof then supposes that the densities differ, and `h3` is the positivity of K on their difference, expanded into four terms. The final `linarith` does the addition and cancellation and finds the contradiction.

`reference_selfConsistent` is the identity (v − K n) + K n = v. `rescreening_iff` uses it together with `density_unique` in the forward direction; once the densities agree, the same identity turns the self-consistent Hamiltonian into the reference one. The converse needs only that identity.

For the two-site example, `isGroundState_one` shows that every unit vector is a ground state of the identity matrix. `semidefinite_not_unique` then evaluates the two Hamiltonians entry by entry, finds the identity both times, and compares the densities at site 0.

### Unscreening in a pseudopotential calculation

In a common construction of semilocal norm-conserving pseudopotentials, the radial Schrödinger equation is inverted for the pseudo-orbital of each angular momentum l. This gives a screened potential V_l(r). With the valence pseudo-density n_v, and without a nonlinear core correction, the ionic potential is then

V_ion,l(r) = V_l(r) − V_H[n_v](r) − V_xc[n_v](r)

where V_H is the Hartree and V_xc the exchange-correlation potential. In a later calculation on a molecule or solid, the self-consistency cycle adds V_H and V_xc of the current valence density. The same local function is subtracted in every channel, so the differences between channels remain fixed. In the model, such a fixed nonlocal part can be placed in T, which only has to be Hermitian.

Your puzzle concerns the case where the later calculation is the reference atom again. For one orbital with Hartree screening alone, in a finite basis and with K positive definite, a self-consistent ground state then has the reference density. With V_xc included, the sum of the two inequalities acquires the extra term (n − m)·(V_xc[n] − V_xc[m]). For local-density exchange this term is never positive, so it works against the Hartree term and the argument no longer decides the matter.

Periodic codes usually omit the zero-wavevector component of the Hartree potential, which makes K only semidefinite. The derivation by hand survives this change if K is positive on every nonzero vector whose entries sum to zero, because n and m both sum to N; the theorem as stated asks for positivity on all nonzero vectors.
